# Laue diffuse scattering: the mean intensity of a ring with independently occupied sites

## The ring, its occupations and their weights

```lean
import Mathlib

open ComplexConjugate

noncomputable section

namespace LaueDiffuseScattering

variable {N : ℕ} [NeZero N]
```

The crystal is a ring of $N$ sites. A site is an element $x$ of `ZMod N`, the integers modulo $N$, so the periodic boundary condition is built into the labels. The assumption `[NeZero N]` says $N \neq 0$, and a ring of one site is allowed. Opening `ComplexConjugate` makes the notation `conj z` available for $z^*$.

```lean
/-- The weight of one site: `c` if it is occupied by species A (`true`), `1 - c` if by
species B (`false`). -/
def siteProb (c : ℝ) (s : Bool) : ℝ := cond s c (1 - c)
```

`Bool` has two values, `true` and `false`, which stand for species A and species B. The expression `cond s c (1 - c)` means "$c$ if $s$ is true, otherwise $1-c$". We write this weight as $p(s)$.

```lean
/-- The weight of a configuration of the ring: the product of its independent site weights. -/
def configProb (c : ℝ) (σ : ZMod N → Bool) : ℝ := ∏ x, siteProb c (σ x)
```

A configuration $\sigma$ is a function that assigns a species to every site, and its weight is

$$P(\sigma) = \prod_x p(\sigma_x).$$

The product form is the physical assumption of the model: the species on one site tells us nothing about its neighbours, as in an alloy without short-range order. The number $c$ may be any real number; the weights are probabilities when $0 \le c \le 1$. In that case $c$ is the mean fraction of A sites, and the fraction in a single configuration can differ from it.

```lean
/-- The configurational mean of a complex observable `F`. -/
def mean (c : ℝ) (F : (ZMod N → Bool) → ℂ) : ℂ := ∑ σ, (configProb c σ : ℂ) * F σ
```

The configurational mean is the finite sum $\langle F\rangle = \sum_\sigma P(\sigma)F(\sigma)$ over all $2^N$ configurations. The annotation `: ℂ` converts the real weight to a complex number.

## Scattering factors, phases and intensity

```lean
/-- The scattering factor of a site: `a` for species A, `b` for species B. -/
def siteFactor (a b : ℂ) (s : Bool) : ℂ := cond s a b
```

The scattering factor $f(s)$ is $a$ for species A and $b$ for species B. Both may be complex, and neither depends on the wave number.

```lean
/-- The composition-weighted scattering factor `c a + (1 - c) b`. -/
def averageFactor (c : ℝ) (a b : ℂ) : ℂ := c * a + (1 - c) * b
```

This is the average factor $\bar f = ca + (1-c)b$.

```lean
/-- The plane-wave phase `exp(-2πi k x / N)` at site `x`. -/
def phase (k x : ZMod N) : ℂ := ZMod.stdAddChar (-(x * k))
```

`ZMod.stdAddChar` sends $j$ to $e^{2\pi i j/N}$, so the phase is $\varphi_k(x) = e^{-2\pi i kx/N}$. The wave number $k$ is also an integer modulo $N$. Hence $k=0$ stands for every reciprocal lattice vector, and only wave numbers compatible with the ring occur.

```lean
/-- The amplitude scattered by the configuration `σ` at wave number `k`. -/
def amplitude (a b : ℂ) (σ : ZMod N → Bool) (k : ZMod N) : ℂ :=
  ∑ x, phase k x * siteFactor a b (σ x)
```

The amplitude is $A_\sigma(k) = \sum_x \varphi_k(x) f(\sigma_x)$, with no prefactor. It describes single scattering from atoms fixed at their lattice sites, without thermal motion or static displacements.

```lean
/-- The configurational mean of the scattered intensity at wave number `k`. -/
def meanIntensity (c : ℝ) (a b : ℂ) (k : ZMod N) : ℝ :=
  ∑ σ : ZMod N → Bool, configProb c σ * ‖amplitude a b σ k‖ ^ 2
```

The mean intensity is $I(k) = \sum_\sigma P(\sigma)\,|A_\sigma(k)|^2$, where `‖·‖` is the modulus. It is an average over configurations; the intensity of one particular configuration generally differs from it. The intensity per site is $I(k)/N$.

## Averages over independent sites

```lean
/-- The mean of a product of one-site observables is the product of their one-site means. -/
theorem mean_prod (c : ℝ) (g : ZMod N → Bool → ℂ) :
    mean c (fun σ => ∏ x, g x (σ x)) = ∏ x, (c * g x true + (1 - c) * g x false) := by
  have h : ∏ x : ZMod N, ∑ s : Bool, (siteProb c s : ℂ) * g x s
      = ∑ σ : ZMod N → Bool, ∏ x, (siteProb c (σ x) : ℂ) * g x (σ x) := by
    rw [Finset.prod_univ_sum, Fintype.piFinset_univ]
  simp only [mean, configProb, Complex.ofReal_prod, ← Finset.prod_mul_distrib]
  rw [← h]
  refine Finset.prod_congr rfl fun x _ => ?_
  simp [siteProb]
```

For any one-site functions $g_x$, the mean of the product factorises:

$$\sum_\sigma \prod_x p(\sigma_x) g_x(\sigma_x) = \prod_x \sum_s p(s) g_x(s) = \prod_x \bigl[c\,g_x(\mathrm A) + (1-c)\,g_x(\mathrm B)\bigr].$$

The first equality is the distributive law: multiplying out the right-hand product means choosing one species per site, and each set of choices is a configuration. In Lean this is `Finset.prod_univ_sum`, and the last `simp` evaluates the two-term sum over species. With every $g_x = 1$ the formula gives $\langle 1\rangle = 1$, so the weights are normalised.

```lean
/-- The mean of an observable of a single site is its two-species weighted average. -/
theorem mean_site (c : ℝ) (u : Bool → ℂ) (x : ZMod N) :
    mean c (fun σ => u (σ x)) = c * u true + (1 - c) * u false := by
  calc mean c (fun σ => u (σ x))
      = mean c (fun σ => ∏ y, if y = x then u (σ y) else 1) := by simp
    _ = ∏ y, ((c : ℂ) * (if y = x then u true else 1)
          + (1 - c) * (if y = x then u false else 1)) :=
        mean_prod c (fun y s => if y = x then u s else 1)
    _ = ∏ y, if y = x then (c * u true + (1 - c) * u false) else 1 :=
        Finset.prod_congr rfl fun y _ => by split_ifs <;> ring
    _ = c * u true + (1 - c) * u false := by simp
```

To average a function $u$ of site $x$ alone, take $g_x = u$ and $g_y = 1$ at every other site. Each other site contributes $c + (1-c) = 1$, which leaves

$$\langle u(\sigma_x)\rangle = c\,u(\mathrm A) + (1-c)\,u(\mathrm B).$$

The `calc` block writes these equalities one below the other, each with its justification.

```lean
/-- Observables of two distinct sites are uncorrelated. -/
theorem mean_pair (c : ℝ) (u v : Bool → ℂ) {x y : ZMod N} (hxy : x ≠ y) :
    mean c (fun σ => u (σ x) * v (σ y))
      = (c * u true + (1 - c) * u false) * (c * v true + (1 - c) * v false) := by
  calc mean c (fun σ => u (σ x) * v (σ y))
      = mean c (fun σ => ∏ z, (if z = x then u (σ z) else 1) *
          (if z = y then v (σ z) else 1)) := by
        simp only [Finset.prod_mul_distrib, Finset.prod_ite_eq', Finset.mem_univ, if_true]
    _ = ∏ z, ((c : ℂ) * ((if z = x then u true else 1) * (if z = y then v true else 1))
          + (1 - c) * ((if z = x then u false else 1) * (if z = y then v false else 1))) :=
        mean_prod c (fun z s => (if z = x then u s else 1) * (if z = y then v s else 1))
    _ = ∏ z, (if z = x then (c * u true + (1 - c) * u false) else 1) *
          (if z = y then (c * v true + (1 - c) * v false) else 1) := by
        refine Finset.prod_congr rfl fun z _ => ?_
        by_cases h1 : z = x
        · have h2 : z ≠ y := fun h => hxy (h1.symm.trans h)
          simp only [if_pos h1, if_neg h2]
          ring
        · simp only [if_neg h1]
          split_ifs <;> ring
    _ = _ := by
        simp only [Finset.prod_mul_distrib, Finset.prod_ite_eq', Finset.mem_univ, if_true]
```

For two distinct sites, put $u$ at $x$, $v$ at $y$ and $1$ elsewhere. Two factors survive, so $\langle u(\sigma_x)v(\sigma_y)\rangle = \langle u(\sigma_x)\rangle\langle v(\sigma_y)\rangle$. The hypothesis `hxy : x ≠ y` ensures that $u$ and $v$ never meet in the same one-site average. The proof uses it in the case $z = x$, to conclude $z \neq y$.

```lean
/-- The configurational mean is linear over finite sums. -/
theorem mean_sum {ι : Type*} [Fintype ι] (c : ℝ) (w : ι → ℂ)
    (F : ι → (ZMod N → Bool) → ℂ) :
    mean c (fun σ => ∑ i, w i * F i σ) = ∑ i, w i * mean c (F i) := by
  simp only [mean, Finset.mul_sum]
  rw [Finset.sum_comm]
  exact Finset.sum_congr rfl fun i _ => Finset.sum_congr rfl fun σ _ => by ring
```

The mean is linear: $\langle \sum_i w_i F_i\rangle = \sum_i w_i\langle F_i\rangle$. The proof exchanges two finite sums with `Finset.sum_comm`.

## Pair correlation and lattice sum

```lean
/-- The pair correlation of scattering factors is a constant background plus an on-site
term `c (1 - c) |a - b|²`. -/
theorem site_correlation (c : ℝ) (a b : ℂ) (x y : ZMod N) :
    mean c (fun σ => siteFactor a b (σ x) * conj (siteFactor a b (σ y)))
      = averageFactor c a b * conj (averageFactor c a b)
        + if x = y then c * (1 - c) * ((a - b) * conj (a - b)) else 0 := by
  by_cases h : x = y
  · subst h
    rw [if_pos rfl]
    refine (mean_site c (fun s => siteFactor a b s * conj (siteFactor a b s)) x).trans ?_
    simp only [siteFactor, averageFactor, cond_true, cond_false, map_add, map_sub, map_mul,
      map_one, Complex.conj_ofReal]
    ring
  · rw [if_neg h]
    refine (mean_pair c (siteFactor a b) (fun s => conj (siteFactor a b s)) h).trans ?_
    simp only [siteFactor, averageFactor, cond_true, cond_false, map_add, map_sub, map_mul,
      map_one, Complex.conj_ofReal]
    ring
```

In ordinary notation,

$$\langle f(\sigma_x) f(\sigma_y)^*\rangle = |\bar f|^2 + \delta_{xy}\,c(1-c)|a-b|^2.$$

If $x \neq y$, the two-site result gives $\bar f \bar f^*$. If $x = y$, the one-site result gives $c|a|^2 + (1-c)|b|^2$, and subtracting the background leaves

$$c|a|^2 + (1-c)|b|^2 - |ca+(1-c)b|^2 = c(1-c)\bigl(|a|^2 + |b|^2 - ab^* - a^*b\bigr) = c(1-c)|a-b|^2.$$

Lean follows the same two cases. In each, `simp only` expands the definitions and conjugates, and `ring` checks the algebra.

```lean
/-- The phases of all sites add up to `N` at `k = 0` and cancel at every other `k`. -/
theorem phase_sum (k : ZMod N) : ∑ x, phase k x = if k = 0 then (N : ℂ) else 0 := by
  have h := AddChar.sum_mulShift (-k) (ZMod.isPrimitive_stdAddChar N)
  simpa [phase, ZMod.card] using h
```

At $k=0$ every phase is $1$ and the sum is $N$. For $k \neq 0$, let $S = \sum_x \varphi_k(x)$ and $\omega = e^{-2\pi i k/N} \neq 1$. Shifting $x$ to $x+1$ only relabels the ring, so $\omega S = S$ and therefore $S = 0$. Lean takes the result from Mathlib's `AddChar.sum_mulShift`, which needs the standard character to be primitive, a fact also supplied by Mathlib.

```lean
/-- The mean amplitude is that of a uniform crystal with the averaged scattering factor:
it vanishes except at `k = 0`. -/
theorem mean_amplitude (c : ℝ) (a b : ℂ) (k : ZMod N) :
    mean c (fun σ => amplitude a b σ k)
      = if k = 0 then N * averageFactor c a b else 0 := by
  have h : ∀ x : ZMod N, mean c (fun σ => siteFactor a b (σ x)) = averageFactor c a b :=
    fun x => mean_site c (siteFactor a b) x
  refine (mean_sum c (phase k) (fun x σ => siteFactor a b (σ x))).trans ?_
  simp only [h, ← Finset.sum_mul, phase_sum, ite_mul, zero_mul]
```

By linearity, $\langle A(k)\rangle = \bar f \sum_x \varphi_k(x)$, which is $N\bar f$ at $k = 0$ and zero otherwise. On average, the amplitude is that of a uniform crystal whose atoms all have the factor $\bar f$.

## Bragg peak and flat background

```lean
/-- Laue's formula on a ring whose sites are occupied independently by two species: the mean
intensity is the flat diffuse term `N c (1 - c) |a - b|²`, plus `N² |c a + (1 - c) b|²` at `k = 0`.
-/
theorem laue_diffuse_scattering (c : ℝ) (a b : ℂ) (k : ZMod N) :
    meanIntensity c a b k = N * c * (1 - c) * ‖a - b‖ ^ 2
      + if k = 0 then (N : ℝ) ^ 2 * ‖averageFactor c a b‖ ^ 2 else 0 := by
  have hsq : ∀ z : ℂ, (‖z‖ : ℂ) ^ 2 = z * conj z := fun z => by
    rw [Complex.mul_conj, Complex.normSq_eq_norm_sq, Complex.ofReal_pow]
  have hunit : ∀ x : ZMod N, phase k x * conj (phase k x) = 1 := fun x => by
    have h1 : ‖phase k x‖ = 1 := by
      rw [phase, ZMod.stdAddChar_apply, Circle.norm_coe]
    rw [← hsq, h1, Complex.ofReal_one, one_pow]
  -- the intensity as a double sum over pairs of sites
  have hI : (meanIntensity c a b k : ℂ) = mean c (fun σ => ∑ p : ZMod N × ZMod N,
      (phase k p.1 * conj (phase k p.2)) *
        (siteFactor a b (σ p.1) * conj (siteFactor a b (σ p.2)))) := by
    simp only [meanIntensity, mean, Complex.ofReal_sum, Complex.ofReal_mul, Complex.ofReal_pow]
    refine Finset.sum_congr rfl fun σ _ => ?_
    rw [hsq, amplitude, map_sum, Finset.sum_mul_sum, Fintype.sum_prod_type]
    congr 1
    refine Finset.sum_congr rfl fun x _ => Finset.sum_congr rfl fun y _ => ?_
    rw [map_mul]
    ring
  -- the uniform background and the on-site term are summed separately
  have hM : ∀ M : ℂ, ∑ p : ZMod N × ZMod N, phase k p.1 * conj (phase k p.2) * M
      = (∑ x, phase k x) * conj (∑ x, phase k x) * M := fun M => by
    rw [← Finset.sum_mul, map_sum, Finset.sum_mul_sum, Fintype.sum_prod_type]
  have hD : ∀ D : ℂ, ∑ p : ZMod N × ZMod N, phase k p.1 * conj (phase k p.2) *
      (if p.1 = p.2 then D else 0) = N * D := fun D => by
    rw [Fintype.sum_prod_type]
    simp only [mul_ite, mul_zero, Finset.sum_ite_eq, Finset.mem_univ, if_true, hunit,
      one_mul, Finset.sum_const, Finset.card_univ, ZMod.card, nsmul_eq_mul]
  apply Complex.ofReal_injective
  rw [hI, mean_sum c (fun p : ZMod N × ZMod N => phase k p.1 * conj (phase k p.2))
    (fun p σ => siteFactor a b (σ p.1) * conj (siteFactor a b (σ p.2)))]
  simp only [site_correlation, mul_add, Finset.sum_add_distrib]
  rw [hM, hD, phase_sum]
  by_cases hk : k = 0
  · simp only [if_pos hk, map_natCast]
    push_cast
    simp only [hsq]
    ring
  · simp only [if_neg hk, map_zero]
    push_cast
    simp only [hsq]
    ring
```

The theorem states

$$I(k) = N c(1-c)|a-b|^2 + \delta_{k,0}\,N^2|\bar f|^2.$$

By hand, first write the squared modulus as a double sum over sites and average it:

$$I(k) = \sum_{x,y} \varphi_k(x)\varphi_k(y)^*\,\langle f(\sigma_x)f(\sigma_y)^*\rangle.$$

Then insert the pair correlation. The constant background contributes

$$|\bar f|^2\,\Bigl|\sum_x \varphi_k(x)\Bigr|^2 = \delta_{k,0}\,N^2|\bar f|^2,$$

which is the Bragg term. In the on-site term only $x=y$ survives. There $|\varphi_k(x)|^2 = 1$, so the $N$ sites contribute $N c(1-c)|a-b|^2$ at every $k$, including $k=0$. Per site, the two contributions are $c(1-c)|a-b|^2$ and $\delta_{k,0}\,N|\bar f|^2$.

The named intermediate statements in the proof match these steps:

- `hsq` is $|z|^2 = zz^*$, and `hunit` says that the phases have modulus one.
- `hI` is the double sum, written over pairs `p` with `p.1` $= x$ and `p.2` $= y$.
- `hM` sums a constant background, and `hD` sums an on-site term.

The intensity is real, while the means are complex. The line `apply Complex.ofReal_injective` therefore moves the equation into the complex numbers, where two real numbers are equal only if they were equal before. The proof ends with the cases $k=0$ and $k\neq0$.

The same average appears in electronic structure, for non-interacting electrons on a one-orbital tight-binding ring with uncorrelated random site energies. Let each site energy be $a$ with probability $c$ and $b$ with probability $1-c$, where $a$ and $b$ are real. Then $I(k)/N^2$ is the mean squared modulus of the matrix element of the site-energy term, without the hopping, between normalised Bloch states whose wave numbers differ by $k$.

## The lattice gas and the absence of diffuse scattering

```lean
/-- For a lattice gas (occupied sites scatter with factor 1, empty sites not at all) the mean
intensity is `N c (1 - c)`, plus `N² c²` at `k = 0`. -/
theorem lattice_gas_intensity (c : ℝ) (k : ZMod N) :
    meanIntensity c 1 0 k
      = N * c * (1 - c) + if k = 0 then (N : ℝ) ^ 2 * c ^ 2 else 0 := by
  rw [laue_diffuse_scattering]
  simp [averageFactor]
```

The sites are still occupied independently, so this is a lattice gas without interactions between different sites. With $a=1$ and $b=0$, the scattering factor of a site is its occupation number $n_x \in \{0,1\}$, and the amplitude is $\hat n(k) = \sum_x e^{-2\pi i kx/N} n_x$. Since $|a-b| = 1$ and $\bar f = c$,

$$\langle|\hat n(k)|^2\rangle = N c(1-c) + \delta_{k,0}\,N^2c^2.$$

The proof rewrites with the general theorem and simplifies.

```lean
/-- Away from `k = 0` the mean intensity vanishes exactly when only one species is present
or both species scatter alike. -/
theorem diffuse_eq_zero_iff (c : ℝ) (a b : ℂ) {k : ZMod N} (hk : k ≠ 0) :
    meanIntensity c a b k = 0 ↔ c = 0 ∨ c = 1 ∨ a = b := by
  have hN : (N : ℝ) ≠ 0 := Nat.cast_ne_zero.mpr (NeZero.ne N)
  rw [laue_diffuse_scattering, if_neg hk, add_zero]
  simp only [mul_eq_zero, hN, false_or, pow_eq_zero_iff two_ne_zero, norm_eq_zero,
    sub_eq_zero, or_assoc, eq_comm (a := (1 : ℝ))]

end LaueDiffuseScattering
```

For $k \neq 0$ only the diffuse term remains. Since $N \neq 0$, the product $N c(1-c)|a-b|^2$ is zero exactly when $c=0$, $c=1$ or $a=b$. The symbol `↔` states both directions: a pure crystal, or two species that scatter alike, gives no mean intensity away from $k=0$, and nothing else in this model does. A nonzero $k$ exists only for $N \ge 2$, so on a one-site ring the statement has no cases to cover.

```lean
#print axioms LaueDiffuseScattering.mean_amplitude
-- 'LaueDiffuseScattering.mean_amplitude' depends on axioms: [propext, Classical.choice, Quot.sound]
#print axioms LaueDiffuseScattering.laue_diffuse_scattering
-- 'LaueDiffuseScattering.laue_diffuse_scattering' depends on axioms: [propext, Classical.choice, Quot.sound]
#print axioms LaueDiffuseScattering.lattice_gas_intensity
-- 'LaueDiffuseScattering.lattice_gas_intensity' depends on axioms: [propext, Classical.choice, Quot.sound]
#print axioms LaueDiffuseScattering.diffuse_eq_zero_iff
-- 'LaueDiffuseScattering.diffuse_eq_zero_iff' depends on axioms: [propext, Classical.choice, Quot.sound]
```
